# For U > J, subshell means never lower the around-mean-field energy of fixed occupations

Split finitely many orbitals with fixed occupations into nonempty subshells, and let the Coulomb parameter U exceed the exchange parameter J. Measuring the occupations from their subshell means instead of the overall mean then raises the energy −((U−J)/2) Σ (occupation − reference)² by (U−J)/2 times the size-weighted squared spread of the subshell means, and the rise is zero exactly when all these means coincide.

In Lean 4 with Mathlib:

```lean
import Mathlib

open Finset

namespace AroundMeanFieldSubshells

noncomputable section

variable {ι κ : Type*} [Fintype ι] [DecidableEq κ]

/-- The number of orbitals in subshell `k`, where `g` assigns to each orbital its subshell. -/
def shellSize (g : ι → κ) (k : κ) : ℕ := (univ.filter (fun m => g m = k)).card

/-- The mean occupation of a nonempty subshell `k`. -/
def subshellMean (g : ι → κ) (n : ι → ℝ) (k : κ) : ℝ :=
  (∑ m with g m = k, n m) / (shellSize g k : ℝ)

/-- The mean occupation of all orbitals, for a nonempty set of orbitals. -/
def overallMean (n : ι → ℝ) : ℝ := (∑ m, n m) / (Fintype.card ι : ℝ)

/-- The around-mean-field energy of occupations `n` measured from reference occupations `r`. -/
def amfEnergy (U J : ℝ) (n r : ι → ℝ) : ℝ := -((U - J) / 2) * ∑ m, (n m - r m) ^ 2

/-- The size of a subshell times its mean occupation is its total occupation. -/
theorem size_mul_mean (g : ι → κ) (n : ι → ℝ) (k : κ) :
    (shellSize g k : ℝ) * subshellMean g n k = ∑ m with g m = k, n m := by
  by_cases h : shellSize g k = 0
  · have he : univ.filter (fun m => g m = k) = ∅ := Finset.card_eq_zero.mp h
    rw [h, he]
    simp
  · have hD : (shellSize g k : ℝ) ≠ 0 := Nat.cast_ne_zero.mpr h
    unfold subshellMean
    field_simp

/-- Within a subshell, the squared deviation of the occupations from a reference `c` is that
from the subshell mean plus the subshell size times the squared shift of the reference. -/
theorem subshell_deviation (g : ι → κ) (n : ι → ℝ) (k : κ) (c : ℝ) :
    ∑ m with g m = k, (n m - c) ^ 2 =
      ∑ m with g m = k, (n m - subshellMean g n k) ^ 2 +
        (shellSize g k : ℝ) * (subshellMean g n k - c) ^ 2 := by
  have h := size_mul_mean g n k
  have e : ∑ m with g m = k, (n m - c) ^ 2 =
      ∑ m with g m = k, ((n m - subshellMean g n k) ^ 2 +
        (2 * (subshellMean g n k - c) * n m + (c ^ 2 - subshellMean g n k ^ 2))) :=
    Finset.sum_congr rfl fun m _ => by ring
  rw [e, Finset.sum_add_distrib, Finset.sum_add_distrib, ← Finset.mul_sum,
    Finset.sum_const, nsmul_eq_mul]
  -- the cross term is fixed by the total occupation of the subshell
  unfold shellSize at h ⊢
  linear_combination (-2 * (subshellMean g n k - c)) * h

variable [Fintype κ]

/-- The energy with subshell means as reference differs from that with any reference `r` constant on
subshells by `(U - J) / 2` times the size-weighted squared distance between the two references. -/
theorem amfEnergy_sub_reference (U J : ℝ) (g : ι → κ) (n : ι → ℝ) (r : κ → ℝ) :
    amfEnergy U J n (fun m => subshellMean g n (g m)) - amfEnergy U J n (fun m => r (g m)) =
      (U - J) / 2 * ∑ k, (shellSize g k : ℝ) * (subshellMean g n k - r k) ^ 2 := by
  have key : ∑ m, (n m - r (g m)) ^ 2 =
      ∑ m, (n m - subshellMean g n (g m)) ^ 2 +
        ∑ k, (shellSize g k : ℝ) * (subshellMean g n k - r k) ^ 2 := by
    -- collect the orbitals by subshell
    calc ∑ m, (n m - r (g m)) ^ 2
        = ∑ k, ∑ m with g m = k, (n m - r (g m)) ^ 2 :=
          (Finset.sum_fiberwise _ _ _).symm
      _ = ∑ k, (∑ m with g m = k, (n m - subshellMean g n (g m)) ^ 2 +
            (shellSize g k : ℝ) * (subshellMean g n k - r k) ^ 2) := by
          refine Finset.sum_congr rfl fun k _ => ?_
          have h1 : ∑ m with g m = k, (n m - r (g m)) ^ 2 =
              ∑ m with g m = k, (n m - r k) ^ 2 :=
            Finset.sum_congr rfl fun m hm => by rw [(Finset.mem_filter.mp hm).2]
          have h2 : ∑ m with g m = k, (n m - subshellMean g n (g m)) ^ 2 =
              ∑ m with g m = k, (n m - subshellMean g n k) ^ 2 :=
            Finset.sum_congr rfl fun m hm => by rw [(Finset.mem_filter.mp hm).2]
          rw [h1, h2]
          exact subshell_deviation g n k (r k)
      _ = _ := by rw [Finset.sum_add_distrib, Finset.sum_fiberwise]
  unfold amfEnergy
  rw [key]
  ring

/-- The sum of the subshell means weighted by the subshell sizes is the total number of orbitals
times the overall mean. -/
theorem weighted_mean (g : ι → κ) (n : ι → ℝ) :
    ∑ k, (shellSize g k : ℝ) * subshellMean g n k =
      (∑ k, (shellSize g k : ℝ)) * overallMean n := by
  have hs : ∑ k, (shellSize g k : ℝ) = (Fintype.card ι : ℝ) := by
    have h := Finset.sum_fiberwise (univ : Finset ι) g (fun _ => (1 : ℝ))
    simpa [shellSize] using h
  have hn : (Fintype.card ι : ℝ) * overallMean n = ∑ m, n m := by
    rcases isEmpty_or_nonempty ι with hi | hi
    · simp [overallMean]
    · have hc : (Fintype.card ι : ℝ) ≠ 0 := Nat.cast_ne_zero.mpr Fintype.card_ne_zero
      unfold overallMean
      field_simp
  rw [hs, hn, Finset.sum_congr rfl fun k _ => size_mul_mean g n k, Finset.sum_fiberwise]

/-- For `U > J` and nonempty subshells, using subshell means instead of the overall mean raises the
around-mean-field energy by `(U - J) / 2` times the size-weighted squared spread of the subshell
means about the overall mean, which is never negative. The two energies are equal if and only if all
subshell means coincide. -/
theorem subshell_means_raise_energy {U J : ℝ} (hUJ : J < U) (g : ι → κ)
    (hg : Function.Surjective g) (n : ι → ℝ) :
    amfEnergy U J n (fun m => subshellMean g n (g m)) - amfEnergy U J n (fun _ => overallMean n)
        = (U - J) / 2 * ∑ k, (shellSize g k : ℝ) * (subshellMean g n k - overallMean n) ^ 2 ∧
    amfEnergy U J n (fun _ => overallMean n) ≤
      amfEnergy U J n (fun m => subshellMean g n (g m)) ∧
    (amfEnergy U J n (fun m => subshellMean g n (g m)) = amfEnergy U J n (fun _ => overallMean n)
      ↔ ∀ k l, subshellMean g n k = subshellMean g n l) := by
  have hid := amfEnergy_sub_reference U J g n (fun _ => overallMean n)
  have hc : 0 < (U - J) / 2 := by linarith
  have hD : ∀ k, 0 < (shellSize g k : ℝ) := fun k => by
    obtain ⟨m, hm⟩ := hg k
    exact Nat.cast_pos.mpr (Finset.card_pos.mpr ⟨m, Finset.mem_filter.mpr ⟨mem_univ m, hm⟩⟩)
  have hterm : ∀ k ∈ (univ : Finset κ),
      0 ≤ (shellSize g k : ℝ) * (subshellMean g n k - overallMean n) ^ 2 :=
    fun k _ => mul_nonneg (hD k).le (sq_nonneg _)
  refine ⟨hid, ?_, ?_, ?_⟩
  · have h := mul_nonneg hc.le (Finset.sum_nonneg hterm)
    linarith
  · -- a vanishing rise forces every subshell mean onto the overall mean
    intro h
    have h0 : (U - J) / 2 *
        ∑ k, (shellSize g k : ℝ) * (subshellMean g n k - overallMean n) ^ 2 = 0 := by
      linarith
    have hs := (mul_eq_zero.mp h0).resolve_left hc.ne'
    have hall : ∀ k, subshellMean g n k = overallMean n := fun k => by
      have hk := (Finset.sum_eq_zero_iff_of_nonneg hterm).mp hs k (mem_univ k)
      have hq := (mul_eq_zero.mp hk).resolve_left (hD k).ne'
      exact sub_eq_zero.mp (pow_eq_zero_iff two_ne_zero |>.mp hq)
    intro k l
    rw [hall k, hall l]
  · -- coinciding subshell means equal their weighted average
    intro h
    have hall : ∀ k, subshellMean g n k = overallMean n := fun k => by
      have hw := weighted_mean g n
      rw [Finset.sum_congr rfl fun l _ => by rw [h l k], ← Finset.sum_mul] at hw
      have hpos : 0 < ∑ l, (shellSize g l : ℝ) :=
        Finset.sum_pos (fun l _ => hD l) ⟨k, mem_univ k⟩
      exact mul_left_cancel₀ hpos.ne' hw
    apply sub_eq_zero.mp
    rw [hid]
    simp [hall]

/-- For two subshells, the energy with subshell means minus that with the overall mean, multiplied
by the total number of orbitals, is `(U - J) / 2` times the product of the subshell sizes and the
squared difference of the subshell means. -/
theorem two_subshells (U J : ℝ) (g : ι → Fin 2) (n : ι → ℝ) :
    ((shellSize g 0 : ℝ) + shellSize g 1) *
      (amfEnergy U J n (fun m => subshellMean g n (g m)) -
        amfEnergy U J n (fun _ => overallMean n)) =
      (U - J) / 2 * ((shellSize g 0 : ℝ) * shellSize g 1 *
        (subshellMean g n 0 - subshellMean g n 1) ^ 2) := by
  have hid := amfEnergy_sub_reference U J g n (fun _ => overallMean n)
  have h := weighted_mean g n
  rw [Fin.sum_univ_two] at hid
  rw [Fin.sum_univ_two, Fin.sum_univ_two] at h
  rw [hid]
  linear_combination ((U - J) / 2 *
    ((shellSize g 0 : ℝ) * (subshellMean g n 0 - overallMean n) +
      (shellSize g 1 : ℝ) * (subshellMean g n 1 - overallMean n))) * h

/-- For five orbitals split into subshells of three and two, the energy with subshell means minus
that with the overall mean is `3 / 5 * (U - J)` times the squared difference of the two subshell
means. -/
theorem three_two_splitting (U J : ℝ) (g : ι → Fin 2) (n : ι → ℝ)
    (h0 : shellSize g 0 = 3) (h1 : shellSize g 1 = 2) :
    amfEnergy U J n (fun m => subshellMean g n (g m)) -
        amfEnergy U J n (fun _ => overallMean n) =
      3 / 5 * (U - J) * (subshellMean g n 0 - subshellMean g n 1) ^ 2 := by
  have h := two_subshells U J g n
  rw [h0, h1] at h
  push_cast at h
  linear_combination (1 / 5) * h

end

end AroundMeanFieldSubshells
```

```lean
#print axioms AroundMeanFieldSubshells.subshell_means_raise_energy
#print axioms AroundMeanFieldSubshells.three_two_splitting
```

```
'AroundMeanFieldSubshells.subshell_means_raise_energy' depends on axioms: [propext, Classical.choice, Quot.sound]
'AroundMeanFieldSubshells.three_two_splitting' depends on axioms: [propext, Classical.choice, Quot.sound]
```

## The energy difference between two references

A crystal field can split a d shell into a group of three orbitals and a group of two. An around-mean-field correction then needs a reference occupation: one mean for the whole shell, or one for each group. The theorems compare the two choices.

Orbital m has occupation n_m and belongs to subshell g(m). Subshell k contains D_k orbitals (`shellSize g k`) and has mean occupation b_k (`subshellMean g n k`); b is the mean over all N orbitals (`overallMean n`). For any reference r_m, `amfEnergy` is

E[r] = −((U−J)/2) Σ_m (n_m − r_m)².

The main theorem, `subshell_means_raise_energy`, has three parts. The first is the identity

E[subshell means] − E[b] = ((U−J)/2) Σ_k D_k (b_k − b)².

The second says that this difference is not negative, and the third that it vanishes if and only if b_k = b_l for all k and l. The hypothesis `hUJ` is U > J, and surjectivity of `g` says that every subshell contains an orbital.

## Double counting in a split shell

In the around-mean-field form of DFT+U, the reference represents the mean-field occupation whose interaction energy the density functional is taken to contain already. In the simplified form used here, with the same U and J for every pair of orbitals, the correction is zero or negative for U > J and favours occupations that depart from the reference. Subshell means absorb the part of that departure that lies between subshells, so the correction becomes weaker whenever the subshell means differ. For diagonal occupations and a single pair U, J, the theorem gives the size of this effect in one spin channel of a shell.

The orbitals are those of one spin channel, with means taken within that channel; for the whole shell, the contributions of the two channels add. The occupations are arbitrary real numbers, not restricted to lie between 0 and 1. Both energies use the same occupations, whereas in a self-consistent calculation a new reference generally changes the potential and with it the occupations; the theorems do not cover that response.

## Splitting the squared deviations

By the definition of the mean, D_k b_k is the total occupation of subshell k (`size_mul_mean`). For any number c and any orbital in this subshell,

n_m − c = (n_m − b_k) + (b_k − c).

Square this and sum over the subshell. The cross term is 2(b_k − c) Σ (n_m − b_k), which is zero, so

Σ_{m in k} (n_m − c)² = Σ_{m in k} (n_m − b_k)² + D_k (b_k − c)².

This is `subshell_deviation`; its closing `linear_combination` uses the total occupation to remove the cross term.

Now let the reference take the value r_k on subshell k. Setting c = r_k and summing over k gives

Σ_m (n_m − r_{g(m)})² = Σ_m (n_m − b_{g(m)})² + Σ_k D_k (b_k − r_k)².

Multiplying by −(U−J)/2 and rearranging gives `amfEnergy_sub_reference`, where `Finset.sum_fiberwise` regroups the orbital sum by subshell. The choice r_k = b yields the identity of the main theorem.

For U > J every term of the rise is nonnegative. If the rise is zero, each D_k (b_k − b)² is zero, and D_k > 0 forces b_k = b. Conversely, summing the total occupations gives

Σ_k D_k b_k = N b,

which is `weighted_mean`, with N written as Σ_k D_k. If all b_k equal a common value a, then N a = N b, hence a = b and the rise vanishes.

## Two subshells and the three–two split

For two subshells, put x_k = b_k − b. Expanding the squares shows that

(D_0 + D_1)(D_0 x_0² + D_1 x_1²) = D_0 D_1 (x_0 − x_1)² + (D_0 x_0 + D_1 x_1)².

The last square is zero by the weighted mean, and x_0 − x_1 = b_0 − b_1. Multiplication by (U−J)/2 gives `two_subshells`, which keeps the factor D_0 + D_1 = N on the left. With D_0 = 3 and D_1 = 2, division by 5 gives `three_two_splitting`:

E[subshell means] − E[b] = (3/5)(U−J)(b_0 − b_1)².

These two formulas are identities in U and J and hold without the condition U > J.
